# Curvature bounds for the highest occupied level and the midpoint energy between two electron numbers

Let \(E(N)\) be an energy that is twice differentiable in the electron number \(N\) on \([0,1]\), with slope \(\varepsilon=E'\) and curvature \(\kappa=E''\), and let \(a\le\kappa(N)\le b\) throughout. With the ionization energy \(I=E(0)-E(1)\),

\[
\varepsilon(1)-(-I)\in\left[\tfrac a2,\tfrac b2\right],\qquad
\frac{E(0)+E(1)}2-E\!\left(\tfrac12\right)\in\left[\tfrac a8,\tfrac b8\right].
\]

Here \(\varepsilon(1)\) is the slope at \(N=1\) from below. Janak's theorem identifies it with the highest occupied Kohn–Sham level; this identification is an input from density functional theory. For an approximate functional whose energy curve meets these smoothness conditions, positive curvature therefore places the highest occupied level above \(-I\), by an amount that the curvature controls. Here \(I\) is the difference of that functional's own energies, which need not equal the measured ionization energy.

## From tangents to the two bounds

Suppose first that \(\kappa\ge0\), and take \(x\ne y\) in \([0,1]\). The mean value theorem gives a \(c\) strictly between \(x\) and \(y\), and then a \(d\) strictly between \(x\) and \(c\), with

\[
E(y)-E(x)=\varepsilon(c)(y-x),\qquad \varepsilon(c)-\varepsilon(x)=\kappa(d)(c-x).
\]

Hence

\[
E(y)-E(x)-\varepsilon(x)(y-x)=\kappa(d)(c-x)(y-x)\ge0,
\]

because \(c-x\) and \(y-x\) have the same sign. The curve lies on or above each of its tangents; for \(x=y\) this is an equality.

If instead \(\kappa\ge a\), the curve \(E(t)-at^2/2\) has slope \(\varepsilon(t)-at\) and curvature \(\kappa(t)-a\ge0\). Its tangent inequality rearranges to

\[
E(y)-E(x)-\varepsilon(x)(y-x)\ \ge\ \tfrac a2(y^2-x^2)-ax(y-x)=\tfrac a2(y-x)^2 .
\]

Applied to \(-E\), whose curvature is at least \(-b\), the same argument gives the upper bound \(\tfrac b2(y-x)^2\).

For the level, set \(x=1\) and \(y=0\). The middle quantity is \(E(0)-E(1)+\varepsilon(1)=\varepsilon(1)+I\), and it lies between \(a/2\) and \(b/2\).

For the chord, set \(x=N\). Multiply the bound for \(y=0\) by \(1-N\), the bound for \(y=1\) by \(N\), and add. The slope terms \((1-N)N\varepsilon(N)\) and \(-N(1-N)\varepsilon(N)\) cancel, and \((1-N)N^2+N(1-N)^2=N(1-N)\), so

\[
\tfrac a2N(1-N)\le(1-N)E(0)+N E(1)-E(N)\le\tfrac b2N(1-N).
\]

At \(N=\tfrac12\) this is the midpoint bound.

## The energy curve as a Lean structure

```lean
import Mathlib

open Set

namespace FractionalElectronCurvature

/-- An energy curve `E` on electron numbers between 0 and 1, with slope `ε` and curvature `κ`.
Derivatives are taken within the interval, so they are one-sided at the two integers. -/
structure IsEnergyCurve (E ε κ : ℝ → ℝ) : Prop where
  slope : ∀ N ∈ Icc (0 : ℝ) 1, HasDerivWithinAt E (ε N) (Icc 0 1) N
  curvature : ∀ N ∈ Icc (0 : ℝ) 1, HasDerivWithinAt ε (κ N) (Icc 0 1) N
```

The functions are defined on all of \(\mathbb R\), but only their values on `Icc (0 : ℝ) 1`, the closed interval, matter. `HasDerivWithinAt` takes derivatives inside that interval, so they are one-sided at the integers, where the true energy may have kinks. Every \(C^2\) curve qualifies, and continuity of `κ` is not required.

The variable \(N\) can also count the fraction of the last electron added to a fixed number of others. Finite curvature at both ends is a real restriction: for a single orbital of fixed shape holding \(N\) electrons, with no other electrons present, the local exchange energy scales as \(-N^{4/3}\), whose second derivative diverges at \(N=0\). The structure contains no orbitals or density; it takes the energy curve as given.

```lean
/-- The ionization energy of the one-electron end of the curve, `I = E(0) - E(1)`. -/
def ionizationEnergy (E : ℝ → ℝ) : ℝ := E 0 - E 1
```

This is \(I\) with the usual sign: the energy after removal minus the energy before.

## Tangent and parabola inequalities

```lean
/-- Between two electron numbers in `[0,1]`, a differentiable quantity changes by its slope at
some intermediate electron number times the distance. -/
theorem exists_intermediate_slope {g g' : ℝ → ℝ}
    (h : ∀ N ∈ Icc (0 : ℝ) 1, HasDerivWithinAt g (g' N) (Icc 0 1) N)
    {x y : ℝ} (hx : 0 ≤ x) (hxy : x < y) (hy : y ≤ 1) :
    ∃ c ∈ Ioo x y, g y - g x = g' c * (y - x) := by
  have hc : ContinuousOn g (Icc x y) := fun t ht =>
    (h t ⟨hx.trans ht.1, ht.2.trans hy⟩).continuousWithinAt.mono (Icc_subset_Icc hx hy)
  have hd : ∀ t ∈ Ioo x y, HasDerivAt g (g' t) t := fun t ht =>
    (h t ⟨hx.trans ht.1.le, ht.2.le.trans hy⟩).hasDerivAt
      (Icc_mem_nhds (lt_of_le_of_lt hx ht.1) (lt_of_lt_of_le ht.2 hy))
  obtain ⟨c, hc', he⟩ := exists_hasDerivAt_eq_slope g g' hxy hc hd
  refine ⟨c, hc', ?_⟩
  have hne : y - x ≠ 0 := (sub_pos.mpr hxy).ne'
  rw [he, div_mul_cancel₀ _ hne]
```

This is the mean value theorem in product form. It applies to `E` with slope `ε`, and equally to `ε` with slope `κ`. The interior points have two-sided derivatives, which is what Mathlib's version asks for.

```lean
/-- An energy curve of non-negative curvature lies on or above each of its tangents. -/
theorem tangent_le {E ε κ : ℝ → ℝ} (h : IsEnergyCurve E ε κ)
    (hκ : ∀ N ∈ Icc (0 : ℝ) 1, 0 ≤ κ N) {x y : ℝ}
    (hx : x ∈ Icc (0 : ℝ) 1) (hy : y ∈ Icc (0 : ℝ) 1) :
    E x + ε x * (y - x) ≤ E y := by
  rcases lt_trichotomy x y with hxy | hxy | hxy
  · obtain ⟨c, hc, e1⟩ := exists_intermediate_slope h.slope hx.1 hxy hy.2
    obtain ⟨d, hd, e2⟩ :=
      exists_intermediate_slope h.curvature hx.1 hc.1 (hc.2.le.trans hy.2)
    have hk := hκ d ⟨hx.1.trans hd.1.le, hd.2.le.trans (hc.2.le.trans hy.2)⟩
    -- the slope does not decrease from x to c
    have h1 : 0 ≤ ε c - ε x := by
      rw [e2]
      exact mul_nonneg hk (sub_nonneg.mpr hc.1.le)
    have h2 := mul_nonneg h1 (sub_nonneg.mpr hxy.le)
    linarith [sub_mul (ε c) (ε x) (y - x)]
  · subst hxy
    simp
  · obtain ⟨c, hc, e1⟩ := exists_intermediate_slope h.slope hy.1 hxy hx.2
    obtain ⟨d, hd, e2⟩ :=
      exists_intermediate_slope h.curvature (hy.1.trans hc.1.le) hc.2 hx.2
    have hk := hκ d ⟨hy.1.trans (hc.1.le.trans hd.1.le), hd.2.le.trans hx.2⟩
    -- the slope does not decrease from c to x
    have h1 : 0 ≤ ε x - ε c := by
      rw [e2]
      exact mul_nonneg hk (sub_nonneg.mpr hc.2.le)
    have h2 := mul_nonneg h1 (sub_nonneg.mpr hxy.le)
    nlinarith [h2, e1]
```

The three cases are \(x<y\), \(x=y\) and \(x>y\). In the outer two, `e1` and `e2` are the two mean value equations, written so that the differences of electron numbers are positive. `h1` says that the slope does not decrease with electron number, and the closing arithmetic turns this into the tangent inequality.

```lean
/-- The parabola `c N² / 2` has slope `c N`. -/
theorem hasDerivAt_parabola (c N : ℝ) :
    HasDerivAt (fun t : ℝ => c / 2 * (t * t)) (c * N) N :=
  (((hasDerivAt_id' N).fun_mul (hasDerivAt_id' N)).const_mul (c / 2)).congr_deriv (by ring)

/-- If the curvature is at least `a`, the energy at `y` exceeds the tangent drawn at `x` by at
least `a (y - x)² / 2`. -/
theorem parabola_le {E ε κ : ℝ → ℝ} {a : ℝ} (h : IsEnergyCurve E ε κ)
    (hκ : ∀ N ∈ Icc (0 : ℝ) 1, a ≤ κ N) {x y : ℝ}
    (hx : x ∈ Icc (0 : ℝ) 1) (hy : y ∈ Icc (0 : ℝ) 1) :
    a / 2 * (y - x) ^ 2 ≤ E y - E x - ε x * (y - x) := by
  -- removing the parabola leaves a curve of non-negative curvature
  have hs : IsEnergyCurve (fun t => E t - a / 2 * (t * t)) (fun t => ε t - a * t)
      (fun t => κ t - a) :=
    ⟨fun N hN => (h.slope N hN).fun_sub (hasDerivAt_parabola a N).hasDerivWithinAt,
     fun N hN => ((h.curvature N hN).fun_sub
      ((hasDerivAt_id' N).const_mul a).hasDerivWithinAt).congr_deriv (by ring)⟩
  have ht := tangent_le hs (fun N hN => sub_nonneg.mpr (hκ N hN)) hx hy
  nlinarith [ht]
```

`hs` states that subtracting the parabola leaves an energy curve with curvature `κ t - a`. The tangent inequality for that curve is `ht`, and `nlinarith` carries out the rearrangement shown above.

## Chord, level and midpoint

```lean
/-- If the curvature lies between `a` and `b`, the chord joining the two integers lies above the
energy at `N` by an amount between `a N (1 - N) / 2` and `b N (1 - N) / 2`. -/
theorem chord_deviation {E ε κ : ℝ → ℝ} {a b : ℝ} (h : IsEnergyCurve E ε κ)
    (hκ : ∀ N ∈ Icc (0 : ℝ) 1, κ N ∈ Icc a b) {N : ℝ} (hN : N ∈ Icc (0 : ℝ) 1) :
    (1 - N) * E 0 + N * E 1 - E N ∈
      Icc (a / 2 * (N * (1 - N))) (b / 2 * (N * (1 - N))) := by
  have m0 : (0 : ℝ) ∈ Icc (0 : ℝ) 1 := ⟨le_rfl, zero_le_one⟩
  have m1 : (1 : ℝ) ∈ Icc (0 : ℝ) 1 := ⟨zero_le_one, le_rfl⟩
  have hn : IsEnergyCurve (fun t => -E t) (fun t => -ε t) (fun t => -κ t) :=
    ⟨fun t ht => (h.slope t ht).fun_neg, fun t ht => (h.curvature t ht).fun_neg⟩
  have hl : ∀ t ∈ Icc (0 : ℝ) 1, a ≤ κ t := fun t ht => (hκ t ht).1
  have hu : ∀ t ∈ Icc (0 : ℝ) 1, -b ≤ -κ t := fun t ht => neg_le_neg (hκ t ht).2
  have w : 0 ≤ 1 - N := sub_nonneg.mpr hN.2
  -- weight the tangent bounds so that the slope at N cancels
  constructor
  · have p := mul_le_mul_of_nonneg_left (parabola_le h hl hN m0) w
    have q := mul_le_mul_of_nonneg_left (parabola_le h hl hN m1) hN.1
    nlinarith [p, q]
  · have p := mul_le_mul_of_nonneg_left (parabola_le hn hu hN m0) w
    have q := mul_le_mul_of_nonneg_left (parabola_le hn hu hN m1) hN.1
    nlinarith [p, q]
```

The curve `hn` is \(-E\), with curvature at least \(-b\). In each half of the proof, `p` and `q` are the parabola bounds towards \(0\) and \(1\), already multiplied by \(1-N\) and \(N\); adding them removes the slope at \(N\).

```lean
/-- If the curvature lies between `a` and `b`, the slope at `N = 1` from below exceeds `-I` by an
amount in `[a/2, b/2]`, and the mean of the integer energies exceeds the energy at half an
electron by an amount in `[a/8, b/8]`. -/
theorem curvature_bounds {E ε κ : ℝ → ℝ} {a b : ℝ} (h : IsEnergyCurve E ε κ)
    (hκ : ∀ N ∈ Icc (0 : ℝ) 1, κ N ∈ Icc a b) :
    ε 1 - (-ionizationEnergy E) ∈ Icc (a / 2) (b / 2) ∧
      (E 0 + E 1) / 2 - E (1 / 2) ∈ Icc (a / 8) (b / 8) := by
  have m0 : (0 : ℝ) ∈ Icc (0 : ℝ) 1 := ⟨le_rfl, zero_le_one⟩
  have m1 : (1 : ℝ) ∈ Icc (0 : ℝ) 1 := ⟨zero_le_one, le_rfl⟩
  have hn : IsEnergyCurve (fun t => -E t) (fun t => -ε t) (fun t => -κ t) :=
    ⟨fun t ht => (h.slope t ht).fun_neg, fun t ht => (h.curvature t ht).fun_neg⟩
  -- the tangent at N = 1, read off at N = 0
  have p := parabola_le h (fun t ht => (hκ t ht).1) m1 m0
  have q := parabola_le hn (a := -b) (fun t ht => neg_le_neg (hκ t ht).2) m1 m0
  have r := chord_deviation h hκ (N := 1 / 2) ⟨by norm_num, by norm_num⟩
  unfold ionizationEnergy
  refine ⟨⟨by linarith, by linarith⟩, ⟨?_, ?_⟩⟩
  · linarith [r.1]
  · linarith [r.2]
```

The first component is the level bound, with \(-I\) written as `-ionizationEnergy E`; the second is the midpoint bound. Here `p` and `q` are the lower and upper parabola bounds from \(N=1\) to \(N=0\), and `r` is the chord deviation at one half. The numbers `a` and `b` may have either sign, so a concave curve, with `b` negative, has its level below \(-I\).

## Strict inequality, linearity and sharpness

```lean
/-- If the curvature is positive throughout `[0,1]`, the slope at `N = 1` from below lies strictly
above minus the ionization energy. -/
theorem neg_ionizationEnergy_lt {E ε κ : ℝ → ℝ} (h : IsEnergyCurve E ε κ)
    (hκ : ∀ N ∈ Icc (0 : ℝ) 1, 0 < κ N) : -ionizationEnergy E < ε 1 := by
  obtain ⟨c, hc, e1⟩ := exists_intermediate_slope h.slope le_rfl zero_lt_one le_rfl
  obtain ⟨d, hd, e2⟩ := exists_intermediate_slope h.curvature hc.1.le hc.2 le_rfl
  have hp := mul_pos (hκ d ⟨hc.1.le.trans hd.1.le, hd.2.le⟩) (sub_pos.mpr hc.2)
  unfold ionizationEnergy
  linarith
```

The curvature must be positive at each point, but it need not stay above a fixed positive number. The mean value theorem gives \(E(1)-E(0)=\varepsilon(c)\) for some \(c<1\), and \(\varepsilon(1)-\varepsilon(c)=\kappa(d)(1-c)>0\). Since \(E(1)-E(0)=-I\), the level lies strictly above \(-I\).

```lean
/-- For non-negative curvature, the slope at `N = 1` from below equals minus the ionization energy
exactly when the energy is linear in the electron number on `[0,1]`. -/
theorem slope_eq_iff_linear {E ε κ : ℝ → ℝ} (h : IsEnergyCurve E ε κ)
    (hκ : ∀ N ∈ Icc (0 : ℝ) 1, 0 ≤ κ N) :
    ε 1 = -ionizationEnergy E ↔
      ∀ N ∈ Icc (0 : ℝ) 1, E N = E 0 + (E 1 - E 0) * N := by
  have m0 : (0 : ℝ) ∈ Icc (0 : ℝ) 1 := ⟨le_rfl, zero_le_one⟩
  have m1 : (1 : ℝ) ∈ Icc (0 : ℝ) 1 := ⟨zero_le_one, le_rfl⟩
  unfold ionizationEnergy
  constructor
  · intro he N hN
    apply le_antisymm
    · -- convexity keeps the curve on or below its chord
      have p := mul_le_mul_of_nonneg_left (tangent_le h hκ hN m0) (sub_nonneg.mpr hN.2)
      have q := mul_le_mul_of_nonneg_left (tangent_le h hκ hN m1) hN.1
      nlinarith [p, q]
    · -- the tangent at N = 1 is the chord
      have p := tangent_le h hκ m1 hN
      rw [he] at p
      nlinarith [p]
  · intro hl
    have hu : UniqueDiffWithinAt ℝ (Icc (0 : ℝ) 1) 1 := uniqueDiffOn_Icc zero_lt_one 1 m1
    have d1 : HasDerivWithinAt (fun t : ℝ => E 0 + (E 1 - E 0) * t) ((E 1 - E 0) * 1)
        (Icc 0 1) 1 :=
      (((hasDerivAt_id' (1 : ℝ)).const_mul (E 1 - E 0)).const_add (E 0)).hasDerivWithinAt
    have d2 := d1.congr hl (hl 1 m1)
    have e := ((h.slope 1 m1).derivWithin hu).symm.trans (d2.derivWithin hu)
    linarith
```

Suppose \(\varepsilon(1)=-I=E(1)-E(0)\). The tangent at \(N=1\) is then the chord itself, and non-negative curvature keeps the curve on or above it. The weighted tangent inequalities at \(N\) keep the curve on or below the chord, so the two coincide. Conversely, a linear curve has slope \(E(1)-E(0)\) at \(N=1\); `hu` supplies the uniqueness of the one-sided derivative that identifies this slope with `ε 1`.

```lean
/-- The parabola `E₀ + m N + c N² / 2` is an energy curve of constant curvature `c` whose two
deviations are exactly `c/2` and `c/8`. -/
theorem parabola_sharp (E₀ m c : ℝ) :
    IsEnergyCurve (fun N => E₀ + m * N + c / 2 * (N * N)) (fun N => m + c * N) (fun _ => c) ∧
      (m + c * 1) - (-ionizationEnergy (fun N => E₀ + m * N + c / 2 * (N * N))) = c / 2 ∧
      ((E₀ + m * 0 + c / 2 * (0 * 0)) + (E₀ + m * 1 + c / 2 * (1 * 1))) / 2
        - (E₀ + m * (1 / 2) + c / 2 * (1 / 2 * (1 / 2))) = c / 8 := by
  refine ⟨⟨fun N _ => ?_, fun N _ => ?_⟩, ?_, by ring⟩
  · exact (((((hasDerivAt_id' N).const_mul m).const_add E₀).fun_add
      (hasDerivAt_parabola c N)).congr_deriv (by ring)).hasDerivWithinAt
  · exact ((((hasDerivAt_id' N).const_mul c).const_add m).congr_deriv
      (by ring)).hasDerivWithinAt
  · unfold ionizationEnergy
    ring

end FractionalElectronCurvature
```

For \(E(N)=E_0+mN+cN^2/2\), the slope at \(N=1\) is \(m+c\) and \(-I=m+c/2\), which differ by \(c/2\). The mean of the end energies is \(E_0+m/2+c/4\) and the midpoint energy is \(E_0+m/2+c/8\), which differ by \(c/8\). Choosing \(c=a\) or \(c=b\) attains each end of both intervals, so none of the four constants can be improved.

```lean
#print axioms FractionalElectronCurvature.curvature_bounds
#print axioms FractionalElectronCurvature.neg_ionizationEnergy_lt
#print axioms FractionalElectronCurvature.slope_eq_iff_linear
#print axioms FractionalElectronCurvature.parabola_sharp
```

```
'FractionalElectronCurvature.curvature_bounds' depends on axioms: [propext, Classical.choice, Quot.sound]
'FractionalElectronCurvature.neg_ionizationEnergy_lt' depends on axioms: [propext, Classical.choice, Quot.sound]
'FractionalElectronCurvature.slope_eq_iff_linear' depends on axioms: [propext, Classical.choice, Quot.sound]
'FractionalElectronCurvature.parabola_sharp' depends on axioms: [propext, Classical.choice, Quot.sound]
```
